# Recovering the angle of a three-dimensional rotation, between 0 and π, from its trace

A rotation of three-dimensional space about a unit axis n by an angle θ is written here as a real 3 × 3 matrix R by Rodrigues' formula. The theorem says that, for θ between 0 and π inclusive, arccos((tr R − 1)/2) equals θ, so the trace alone gives the angle. The attempt first shows that the trace is 1 + 2 cos θ, whatever the unit axis. It then puts this value into the arccosine and uses the bounds on θ to recover the angle.

Lean 4 with Mathlib refuses this proof:

```lean
import Mathlib

open Matrix Real

namespace TraceAngleRotation

noncomputable section

/-- The Rodrigues matrix for the axis `n` and the angle `θ`; it is a rotation when `n` is a
unit vector. -/
def rotation (n : Fin 3 → ℝ) (θ : ℝ) : Matrix (Fin 3) (Fin 3) ℝ :=
  cos θ • (1 : Matrix (Fin 3) (Fin 3) ℝ) + (1 - cos θ) • vecMulVec n n
    + sin θ • !![0, -n 2, n 1; n 2, 0, -n 0; -n 1, n 0, 0]

/-- The trace rule: the angle is read off as `arccos ((tr M - 1) / 2)`. -/
def traceAngle (M : Matrix (Fin 3) (Fin 3) ℝ) : ℝ :=
  arccos ((M.trace - 1) / 2)

/-- For a rotation about a unit axis by an angle between `0` and `π`, the trace rule returns
the angle of rotation. -/
theorem traceAngle_rotation (n : Fin 3 → ℝ) (θ : ℝ)
    (hn : n 0 ^ 2 + n 1 ^ 2 + n 2 ^ 2 = 1) (h0 : 0 ≤ θ) (hπ : θ ≤ π) :
    traceAngle (rotation n θ) = θ := by
  -- the trace is independent of the axis
  have ht : (rotation n θ).trace = 1 + 2 * cos θ := by
    simp [rotation, Matrix.trace_fin_three, vecMulVec_apply]
    linear_combination (1 - cos θ) * hn
  have hc : (1 + 2 * cos θ - 1) / 2 = cos θ := by ring
  rw [traceAngle, ht, hc, arccos_cos h0 hπ]

end

end TraceAngleRotation
```

The compiler's answer:

```
Main.lean:27:4: error: ring failed, ring expressions not equal
n : Fin 3 → ℝ
θ : ℝ
hn : n 0 ^ 2 + n 1 ^ 2 + n 2 ^ 2 = 1
h0 : 0 ≤ θ
hπ : θ ≤ π
⊢ -(cos θ * n ⬝ᵥ n) + cos θ * n 0 ^ 2 + cos θ * n 1 ^ 2 + cos θ * n 2 ^ 2 + n ⬝ᵥ n - n 0 ^ 2 - n 1 ^ 2 - n 2 ^ 2 = 0
Main.lean:26:44: warning: This simp argument is unused:
  vecMulVec_apply

Hint: Omit it from the simp argument list.
  [apply] simp [rotation, Matrix.trace_fin_three]

Note: This linter can be disabled with `set_option linter.unusedSimpArgs false`
```

The error says that `ring`, which `linear_combination` uses for its final check, could not prove the remaining equation. The attempt expected `simp` to write the trace of `vecMulVec n n` through its diagonal entries, as a sum of squares. Instead `simp` left it as the dot product `n ⬝ᵥ n`. The hypothesis `hn` speaks of the squares of the components, and `ring` does not unfold the dot product, so it could not cancel the two forms, though they are equal.

The repair proves `hdot`, that `n ⬝ᵥ n = 1`, by expanding the dot product with `dotProduct` and `Fin.sum_univ_three` and then using `hn`. The last `linear_combination` uses `hdot` in place of `hn`, so both sides now speak of the same dot product and the terms cancel.

The warning says that `vecMulVec_apply`, which gives the entries of `vecMulVec`, was never used by `simp`. Removing it is mere tidying.

The change, after which it compiles:

```diff
@@ -24,6 +24,9 @@
   -- the trace is independent of the axis
   have ht : (rotation n θ).trace = 1 + 2 * cos θ := by
-    simp [rotation, Matrix.trace_fin_three, vecMulVec_apply]
-    linear_combination (1 - cos θ) * hn
+    simp [rotation, Matrix.trace_fin_three]
+    have hdot : n ⬝ᵥ n = 1 := by
+      simp only [dotProduct, Fin.sum_univ_three]
+      linear_combination hn
+    linear_combination (1 - cos θ) * hdot
   have hc : (1 + 2 * cos θ - 1) / 2 = cos θ := by ring
   rw [traceAngle, ht, hc, arccos_cos h0 hπ]
```
